# For nonvanishing w = (1 − T)u, the Numerov recurrence is a recursion for ratios

A grid function is modelled here as a sequence u_0, u_1, u_2, … of real numbers, so the grid has a first point and no last one. The Numerov method enters as a property that such a sequence may or may not have, and not as a program that computes it. This makes it possible to state that two forms of the recurrence are equivalent: a given u satisfies one exactly when it satisfies the other.

The differential equation is u″ = f u on a uniform grid of step h. For the one-dimensional or radial Schrödinger equation, f = 2m(V − E)/ħ², with any centrifugal term included in V. Thus f is positive where motion is classically forbidden and negative where it is allowed.

```lean
import Mathlib

open Matrix

namespace RenormalizedNumerov

noncomputable section
```

## The recurrence and its transformed variables

The step and the potential enter through the dimensionless weight

T_j = h² f_j / 12.

```lean
/-- The Numerov weight `T_j = h² f_j / 12` for the equation `u'' = f u` on a grid of step `h`. -/
def weight (h : ℝ) (f : ℕ → ℝ) (j : ℕ) : ℝ := h ^ 2 * f j / 12
```

The Numerov recurrence links three neighbouring points:

u_{j+2} − 2u_{j+1} + u_j = (h²/12)(f_{j+2}u_{j+2} + 10 f_{j+1}u_{j+1} + f_j u_j).

`IsNumerov h f u` says that this holds for every j ≥ 0. It concerns the difference equation alone; how closely u follows the solution of the differential equation is a separate question.

```lean
/-- The grid function `u` satisfies the Numerov recurrence for `u'' = f u` with step `h`. -/
def IsNumerov (h : ℝ) (f u : ℕ → ℝ) : Prop :=
  ∀ j, u (j + 2) - 2 * u (j + 1) + u j =
    h ^ 2 / 12 * (f (j + 2) * u (j + 2) + 10 * (f (j + 1) * u (j + 1)) + f j * u j)
```

Collecting the terms that belong to each grid point gives

(1 − T_{j+2})u_{j+2} + (1 − T_j)u_j = (2 + 10T_{j+1})u_{j+1}.

The left side suggests the new variable w_j = (1 − T_j)u_j, called `wave` in Lean.

```lean
/-- The transformed grid function `w_j = (1 - T_j) u_j`. -/
def wave (h : ℝ) (f u : ℕ → ℝ) (j : ℕ) : ℝ := (1 - weight h f j) * u j
```

To write the right side as a multiple of w_{j+1}, divide its coefficient by 1 − T_{j+1}. Since 2 + 10T = 12 − 10(1 − T), the result at a general point is

U_j = 12/(1 − T_j) − 10.

```lean
/-- The coefficient `U_j = 12 / (1 - T_j) - 10`. -/
def coeff (h : ℝ) (f : ℕ → ℝ) (j : ℕ) : ℝ := 12 / (1 - weight h f j) - 10
```

The ratio of neighbouring transformed values is

R_j = w_{j+1}/w_j.

It does not change when u is multiplied by a nonzero constant, so it carries no normalisation.

```lean
/-- The ratio `R_j = w_{j+1} / w_j` of neighbouring transformed values. -/
def ratio (h : ℝ) (f u : ℕ → ℝ) (j : ℕ) : ℝ := wave h f u (j + 1) / wave h f u j
```

## From three terms to two

Where T_j ≠ 1, the factor 1 − T_j cancels in the product

U_j w_j = 12u_j − 10w_j.

The proof records the cancellation as `e` and multiplies it by u_j.

```lean
/-- Where `T_j ≠ 1`, the coefficient acts as `U_j w_j = 12 u_j - 10 w_j`. -/
theorem coeff_mul_wave {h : ℝ} {f u : ℕ → ℝ} {j : ℕ} (hT : weight h f j ≠ 1) :
    coeff h f j * wave h f u j = 12 * u j - 10 * wave h f u j := by
  have hne : 1 - weight h f j ≠ 0 := sub_ne_zero.mpr hT.symm
  have e : 12 / (1 - weight h f j) * (1 - weight h f j) = 12 := div_mul_cancel₀ _ hne
  unfold coeff wave
  linear_combination (u j) * e
```

Applied at j+1, this identity turns the collected recurrence into

w_{j+2} + w_j = U_{j+1}w_{j+1}.

Only the middle point of each triple needs T ≠ 1, so the hypothesis covers the points from 1 onwards and leaves T_0 free. The proof compares the two statements for each j separately. After the substitution they are the same linear equation, which `linear_combination` confirms in both directions.

```lean
/-- If `T_j ≠ 1` at the interior grid points, the Numerov recurrence is equivalent to
`w_{j+2} + w_j = U_{j+1} w_{j+1}`. -/
theorem numerov_iff_three_term {h : ℝ} {f u : ℕ → ℝ} (hT : ∀ j, weight h f (j + 1) ≠ 1) :
    IsNumerov h f u ↔
      ∀ j, wave h f u (j + 2) + wave h f u j = coeff h f (j + 1) * wave h f u (j + 1) := by
  refine forall_congr' fun j => ?_
  rw [coeff_mul_wave (hT j)]
  unfold wave weight
  constructor <;> intro H <;> linear_combination H
```

Now suppose that no w_j is zero. Dividing by w_{j+1} gives

w_{j+2}/w_{j+1} + w_j/w_{j+1} = U_{j+1},

which is

R_{j+1} = U_{j+1} − 1/R_j.

Multiplying by w_{j+1} reverses the step. No separate assumption on T is needed, because T_j = 1 would make w_j zero. The final `rw` inverts the quotient R_j, moves it to the left, adds the two fractions and clears their denominator.

```lean
/-- If `w` vanishes nowhere on the grid, the Numerov recurrence is equivalent to the
two-term recursion `R_{j+1} = U_{j+1} - 1 / R_j` for the ratios. -/
theorem numerov_iff_ratio {h : ℝ} {f u : ℕ → ℝ} (hw : ∀ j, wave h f u j ≠ 0) :
    IsNumerov h f u ↔
      ∀ j, ratio h f u (j + 1) = coeff h f (j + 1) - 1 / ratio h f u j := by
  -- a nonzero `w` excludes `T = 1`
  have hT : ∀ j, weight h f (j + 1) ≠ 1 := fun j e => hw (j + 1) (by simp [wave, e])
  rw [numerov_iff_three_term hT]
  refine forall_congr' fun j => ?_
  show _ ↔ wave h f u (j + 2) / wave h f u (j + 1) =
    coeff h f (j + 1) - 1 / (wave h f u (j + 1) / wave h f u j)
  -- multiply the ratio recursion by `w_{j+1}`
  rw [one_div_div, eq_sub_iff_add_eq, ← add_div, div_eq_iff (hw (j + 1))]
```

The hypothesis excludes a zero of w exactly on a grid point. In particular, a solution with u_0 = 0 at a boundary where f_0 is finite has w_0 = 0, so the theorem as stated covers such a solution only after the label j = 0 is moved to a later point, beyond the boundary zero. At the origin of a radial equation a Coulomb or centrifugal term makes f infinite. The product f u can then have a nonzero limit, as it does for l = 1, and w does not tend to zero there although u does.

The free particle at zero energy is the simplest case. With f = 0 we have T_j = 0, w_j = u_j and U_j = 2, and the recursion becomes R_{j+1} = 2 − 1/R_j. The straight line u_j = j + 1 has R_j = (j+2)/(j+1), and indeed 2 − (j+1)/(j+2) = (j+3)/(j+2). The constant solution has R_j = 1 throughout.

## Nodes and forbidden regions

The condition T_j < 1 means h² f_j < 12. It holds automatically where f_j ≤ 0, and in a forbidden region it limits the step. Under this condition 1 − T_j is positive, so w_j and u_j have the same sign. If it holds at both j and j+1, then

R_j < 0 exactly when u_j u_{j+1} < 0.

Negative ratios therefore mark the intervals in which u changes sign, which is how nodes can be counted for a one-dimensional bound state on a grid. A node lying exactly on a grid point is not marked: Lean sets division by zero to zero, so neither side of the equivalence is then true.

In the proof, `n` and `p` state that a positive factor affects neither negativity nor positivity. What remains is a comparison of the sign cases, settled by `tauto`.

```lean
/-- Where `T < 1` at two neighbouring grid points, the ratio `R_j` is negative exactly when
`u` changes sign between them. -/
theorem ratio_neg_iff_node {h : ℝ} {f u : ℕ → ℝ} {j : ℕ}
    (h0 : weight h f j < 1) (h1 : weight h f (j + 1) < 1) :
    ratio h f u j < 0 ↔ u j * u (j + 1) < 0 := by
  have n : ∀ a x : ℝ, 0 < a → (a * x < 0 ↔ x < 0) := fun a x ha =>
    ⟨fun hax => by
      by_contra hx
      linarith [mul_nonneg ha.le (not_lt.mp hx)], fun hx => mul_neg_of_pos_of_neg ha hx⟩
  have p : ∀ a x : ℝ, 0 < a → (0 < a * x ↔ 0 < x) := fun a x ha =>
    ⟨fun hax => by
      by_contra hx
      linarith [mul_nonneg ha.le (neg_nonneg.mpr (not_lt.mp hx)), mul_neg a x],
      fun hx => mul_pos ha hx⟩
  unfold ratio wave
  -- the positive factors `1 - T` do not affect the signs
  rw [div_neg_iff, n _ _ (sub_pos.mpr h0), n _ _ (sub_pos.mpr h1),
    p _ _ (sub_pos.mpr h0), p _ _ (sub_pos.mpr h1), mul_neg_iff]
  tauto
```

In a forbidden region with T below one, 0 ≤ T_{j+1} < 1 gives 12/(1 − T_{j+1}) ≥ 12, hence U_{j+1} ≥ 2. Suppose that w_j is positive and w_j ≤ w_{j+1}. Then w_{j+1} is positive too, and

w_{j+2} = U_{j+1}w_{j+1} − w_j ≥ 2w_{j+1} − w_j ≥ w_{j+1}.

By induction, if 0 < w_0 ≤ w_1, then w stays positive and never decreases, so R_j ≥ 1 for every j. The constant solution above shows that the value 1 is attained. The theorem assumes f ≥ 0 and T < 1 at all points from 1 onwards, so no point after the first lies in an allowed region with f < 0; the limiting case f = 0 is included. In Lean, `hU` is the bound on U and `key` is the induction.

```lean
/-- If `f ≥ 0` and `T < 1` at every grid point after the first, a Numerov solution whose `w` starts
positive and non-decreasing keeps `w` positive and every ratio at least one. -/
theorem one_le_ratio_of_forbidden {h : ℝ} {f u : ℕ → ℝ} (hu : IsNumerov h f u)
    (hf : ∀ j, 0 ≤ f (j + 1)) (hT : ∀ j, weight h f (j + 1) < 1)
    (h0 : 0 < wave h f u 0) (h1 : wave h f u 0 ≤ wave h f u 1) (j : ℕ) :
    0 < wave h f u j ∧ 1 ≤ ratio h f u j := by
  have rec3 := (numerov_iff_three_term fun j => (hT j).ne).mp hu
  -- in the forbidden region the coefficient is at least two
  have hU : ∀ j, 2 ≤ coeff h f (j + 1) := by
    intro j
    have hpos : 0 ≤ weight h f (j + 1) :=
      div_nonneg (mul_nonneg (sq_nonneg h) (hf j)) (by norm_num)
    have h12 : 12 ≤ 12 / (1 - weight h f (j + 1)) := by
      rw [le_div_iff₀ (sub_pos.mpr (hT j))]
      linarith
    unfold coeff
    linarith
  have key : ∀ j, 0 < wave h f u j ∧ wave h f u j ≤ wave h f u (j + 1) := by
    intro j
    induction j with
    | zero => exact ⟨h0, h1⟩
    | succ j ih =>
      have hp : 0 < wave h f u (j + 1) := lt_of_lt_of_le ih.1 ih.2
      refine ⟨hp, ?_⟩
      show wave h f u (j + 1) ≤ wave h f u (j + 2)
      linarith [rec3 j, mul_le_mul_of_nonneg_right (hU j) hp.le, ih.2]
  refine ⟨(key j).1, ?_⟩
  unfold ratio
  rw [le_div_iff₀ (key j).1, one_mul]
  exact (key j).2
```

## Coupled channels

For several coupled channels, f_j becomes a real square matrix F_j, and u_j becomes a square matrix whose columns are solution vectors. The index type `n` labels the channels and is finite. F_j need not be symmetric. The recurrence keeps its form, with F_j acting from the left.

```lean
/-! ### Coupled channels -/

variable {n : Type*} [Fintype n] [DecidableEq n]

/-- The matrix `u`, whose columns are solution vectors, satisfies the Numerov recurrence
for the coupled equations `u'' = F u`. -/
def IsCoupledNumerov (h : ℝ) (F u : ℕ → Matrix n n ℝ) : Prop :=
  ∀ j, u (j + 2) - (2 : ℝ) • u (j + 1) + u j =
    (h ^ 2 / 12) • (F (j + 2) * u (j + 2) + (10 : ℝ) • (F (j + 1) * u (j + 1)) + F j * u j)
```

The weight is now the matrix T_j = h² F_j/12, and `factor` is the matrix 1 − T_j.

```lean
/-- The matrix `1 - T_j` with `T_j = h² F_j / 12`. -/
def factor (h : ℝ) (F : ℕ → Matrix n n ℝ) (j : ℕ) : Matrix n n ℝ := 1 - (h ^ 2 / 12) • F j
```

The coefficient contains a matrix inverse in place of a quotient:

U_j = 12(1 − T_j)⁻¹ − 10,

where 10 stands for ten times the identity.

```lean
/-- The coefficient matrix `U_j = 12 (1 - T_j)⁻¹ - 10`. -/
def coupledCoeff (h : ℝ) (F : ℕ → Matrix n n ℝ) (j : ℕ) : Matrix n n ℝ :=
  (12 : ℝ) • (factor h F j)⁻¹ - (10 : ℝ) • (1 : Matrix n n ℝ)
```

With W_j = (1 − T_j)u_j, the ratio matrix is

R_j = W_{j+1}W_j⁻¹.

The inverse stands on the right, so R_j carries W_j to W_{j+1} by multiplication from the left.

```lean
/-- The ratio matrix `R_j = W_{j+1} W_j⁻¹` with `W_j = (1 - T_j) u_j`. -/
def coupledRatio (h : ℝ) (F u : ℕ → Matrix n n ℝ) (j : ℕ) : Matrix n n ℝ :=
  (factor h F (j + 1) * u (j + 1)) * (factor h F j * u j)⁻¹
```

If 1 − T_{j+1} is invertible, then (1 − T_{j+1})⁻¹W_{j+1} = u_{j+1}, and therefore

U_{j+1}W_{j+1} = 12u_{j+1} − 10W_{j+1}.

As in the scalar case, the recurrence becomes

W_{j+2} + W_j = U_{j+1}W_{j+1}.

Invertibility is expressed by `IsUnit` of the determinant, which for real matrices means that the determinant is nonzero. The proof uses `e` for the cancellation and `hW` to expand W; the rest is linear in the matrices.

```lean
/-- If `1 - T_j` is invertible at the interior grid points, the coupled Numerov recurrence is
equivalent to `W_{j+2} + W_j = U_{j+1} W_{j+1}` with `W_j = (1 - T_j) u_j`. -/
theorem coupled_iff_three_term {h : ℝ} {F u : ℕ → Matrix n n ℝ}
    (hT : ∀ j, IsUnit (factor h F (j + 1)).det) :
    IsCoupledNumerov h F u ↔ ∀ j, factor h F (j + 2) * u (j + 2) + factor h F j * u j =
      coupledCoeff h F (j + 1) * (factor h F (j + 1) * u (j + 1)) := by
  refine forall_congr' fun j => ?_
  have e : (factor h F (j + 1))⁻¹ * (factor h F (j + 1) * u (j + 1)) = u (j + 1) := by
    rw [← mul_assoc, Matrix.nonsing_inv_mul _ (hT j), one_mul]
  have hW : ∀ i, factor h F i * u i = u i - (h ^ 2 / 12) • (F i * u i) := by
    intro i
    simp only [factor, sub_mul, one_mul, smul_mul_assoc]
  unfold coupledCoeff
  rw [sub_mul, smul_mul_assoc, smul_mul_assoc, one_mul, e]
  simp only [hW]
  constructor <;> intro H <;> linear_combination (norm := module) H
```

Suppose finally that every W_j is invertible, so that its columns are linearly independent. Since det W_j = det(1 − T_j) det u_j, the matrix 1 − T_j is then invertible as well. Multiplying the three-term relation from the right by W_{j+1}⁻¹ gives

W_{j+2}W_{j+1}⁻¹ + W_jW_{j+1}⁻¹ = U_{j+1}.

The second term is R_j⁻¹, because inverting a product reverses its factors. Hence

R_{j+1} = U_{j+1} − R_j⁻¹.

Multiplication from the right by W_{j+1} leads back. These are the two halves of the Lean proof, with `hr` and `hl` supplying the cancellations.

In close-coupling calculations with finitely many channels on a uniform grid, this recursion propagates the ratio matrix without storing the solutions themselves, as long as the W_j stay invertible.

```lean
/-- If every `W_j = (1 - T_j) u_j` is invertible, the coupled Numerov recurrence is equivalent
to the matrix recursion `R_{j+1} = U_{j+1} - R_j⁻¹`. -/
theorem coupled_iff_ratio {h : ℝ} {F u : ℕ → Matrix n n ℝ}
    (hW : ∀ j, IsUnit (factor h F j * u j).det) :
    IsCoupledNumerov h F u ↔
      ∀ j, coupledRatio h F u (j + 1) = coupledCoeff h F (j + 1) - (coupledRatio h F u j)⁻¹ := by
  have hT : ∀ j, IsUnit (factor h F (j + 1)).det := by
    intro j
    have hj := hW (j + 1)
    rw [Matrix.det_mul] at hj
    exact isUnit_of_mul_isUnit_left hj
  rw [coupled_iff_three_term hT]
  refine forall_congr' fun j => ?_
  unfold coupledRatio
  rw [Matrix.mul_inv_rev (factor h F (j + 1) * u (j + 1)),
    Matrix.nonsing_inv_nonsing_inv _ (hW j), eq_sub_iff_add_eq, ← add_mul]
  have hr := Matrix.mul_nonsing_inv _ (hW (j + 1))
  have hl := Matrix.nonsing_inv_mul _ (hW (j + 1))
  constructor
  · intro H
    -- multiply by the inverse of `W_{j+1}` from the right
    have H' := congrArg (· * (factor h F (j + 1) * u (j + 1))⁻¹) H
    rw [mul_assoc (coupledCoeff h F (j + 1)), hr, mul_one] at H'
    exact H'
  · intro H
    have H' := congrArg (· * (factor h F (j + 1) * u (j + 1))) H
    rw [mul_assoc _ _ (factor h F (j + 1) * u (j + 1)), hl, mul_one] at H'
    exact H'

end

end RenormalizedNumerov
```

```lean
#print axioms RenormalizedNumerov.numerov_iff_ratio
#print axioms RenormalizedNumerov.ratio_neg_iff_node
#print axioms RenormalizedNumerov.one_le_ratio_of_forbidden
#print axioms RenormalizedNumerov.coupled_iff_ratio
```

```
'RenormalizedNumerov.numerov_iff_ratio' depends on axioms: [propext, Classical.choice, Quot.sound]
'RenormalizedNumerov.ratio_neg_iff_node' depends on axioms: [propext, Classical.choice, Quot.sound]
'RenormalizedNumerov.one_le_ratio_of_forbidden' depends on axioms: [propext, Classical.choice, Quot.sound]
'RenormalizedNumerov.coupled_iff_ratio' depends on axioms: [propext, Classical.choice, Quot.sound]
```
